# The removal spectrum of a finite grand canonical system is the Fermi function times its spectral weight

Take one fermionic level that is either empty, with energy 0, or filled, with energy ε measured from the chemical potential. At inverse temperature β = 1/(k_B T), the populations of these two states are

p_empty = 1/(1 + exp(−βε)), p_filled = exp(−βε)/(1 + exp(−βε)) = 1/(exp(βε) + 1).

Removing the electron gives one line at energy ε. Weighted by the initial population, its strength is p_filled, the Fermi function at ε. Weighted by the sum of both populations, its strength is 1. With many levels, possibly interacting, the same population ratio works line by line in the grand canonical ensemble, where the particle number can vary. At fixed particle number the result fails: a single level that always holds its electron has removal strength 1, not f(ε).

## Levels, populations and lines

```lean
import Mathlib

open Matrix

namespace PhotoemissionSpectralWeight

noncomputable section

variable {n : Type*} [Fintype n]
```

The finite type `n` labels the many-body energy eigenstates.

```lean
/-- The Gibbs weight of level `m` at inverse temperature `β`. -/
def gibbs (β : ℝ) (E : n → ℝ) (m : n) : ℝ :=
  Real.exp (-β * E m) / ∑ k, Real.exp (-β * E k)
```

This is p_m = exp(−βE_m)/Z, where Z is the sum of exp(−βE_k) over all k. The energies include the term −μN, so single-particle energies are measured from the chemical potential μ.

```lean
/-- The Fermi function at energy `w`, measured from the chemical potential. -/
def fermi (β w : ℝ) : ℝ := 1 / (Real.exp (β * w) + 1)
```

This is f(w) = 1/(exp(βw) + 1).

```lean
/-- The line spectrum at energy `w`: the strengths `g a b` of all pairs of levels
with `E b - E a = w`, added up. -/
def lines (E : n → ℝ) (g : n → n → ℝ) (w : ℝ) : ℝ :=
  ∑ a, ∑ b, if E b - E a = w then g a b else 0
```

For any strengths g_ab, `lines` adds up those with E_b − E_a = w. Degenerate transitions therefore share one line.

```lean
/-- The finite set of all differences between two levels. -/
def lineEnergies (E : n → ℝ) : Finset ℝ :=
  Finset.univ.image fun q : n × n => E q.2 - E q.1
```

These are the energies at which a line can occur, each listed once.

```lean
/-- The removal (photoemission) spectrum: transitions from `b` to `a` by the operator `c`,
weighted by the thermal population of the initial level `b`. -/
def removal (β : ℝ) (E : n → ℝ) (c : Matrix n n ℂ) (w : ℝ) : ℝ :=
  lines E (fun a b => gibbs β E b * ‖c a b‖ ^ 2) w
```

The removal spectrum is

R(w) = Σ p_b |c_ab|², over pairs with E_b − E_a = w.

Here b is the initial state, a the final state, and `c` the matrix of the removal operator in the energy basis.

```lean
/-- The spectral weight: the same transitions, weighted by the sum of the populations
of both levels. -/
def spectral (β : ℝ) (E : n → ℝ) (c : Matrix n n ℂ) (w : ℝ) : ℝ :=
  lines E (fun a b => (gibbs β E b + gibbs β E a) * ‖c a b‖ ^ 2) w
```

The spectral weight A(w) has p_b + p_a in place of p_b.

```lean
/-- The thermal mean of an operator given by its matrix in the energy basis. -/
def thermalMean (β : ℝ) (E : n → ℝ) (O : Matrix n n ℂ) : ℂ :=
  ∑ m, (gibbs β E m : ℂ) * O m m
```

The thermal mean of O is Σ_m p_m O_mm. Its type is complex because O is a complex matrix.

## Two facts about populations

```lean
/-- The Gibbs weights add up to one. -/
theorem gibbs_sum [Nonempty n] (β : ℝ) (E : n → ℝ) : ∑ m, gibbs β E m = 1 := by
  have hZ : 0 < ∑ k, Real.exp (-β * E k) :=
    Finset.sum_pos (fun k _ => Real.exp_pos _) Finset.univ_nonempty
  simp only [gibbs]
  rw [← Finset.sum_div, div_self hZ.ne']
```

The populations sum to Z/Z = 1. `Nonempty n` supplies at least one level, which makes Z positive.

```lean
/-- The populations of two levels differ by the Boltzmann factor of their energy difference. -/
theorem gibbs_ratio (β : ℝ) (E : n → ℝ) (a b : n) :
    gibbs β E a = Real.exp (β * (E b - E a)) * gibbs β E b := by
  have h : Real.exp (-β * E a) = Real.exp (β * (E b - E a)) * Real.exp (-β * E b) := by
    rw [← Real.exp_add]
    congr 1
    ring
  unfold gibbs
  rw [h, mul_div_assoc]
```

Since exp(−βE_a) = exp(β(E_b − E_a)) exp(−βE_b), division by Z gives

p_a = exp(β(E_b − E_a)) p_b.

## Summing over lines

```lean
/-- A line spectrum vanishes at every energy that is not a difference of two levels. -/
theorem lines_eq_zero (E : n → ℝ) (g : n → n → ℝ) {w : ℝ} (hw : w ∉ lineEnergies E) :
    lines E g w = 0 := by
  unfold lines
  refine Finset.sum_eq_zero fun a _ => Finset.sum_eq_zero fun b _ => if_neg fun h => hw ?_
  exact Finset.mem_image.mpr ⟨(a, b), Finset.mem_univ _, h⟩
```

If w is not a level difference, no pair meets the condition and every term is zero.

```lean
/-- Summed over all line energies, a line spectrum gives the total strength of all pairs. -/
theorem sum_lines (E : n → ℝ) (g : n → n → ℝ) :
    ∑ w ∈ lineEnergies E, lines E g w = ∑ a, ∑ b, g a b := by
  unfold lines
  rw [Finset.sum_comm]
  refine Finset.sum_congr rfl fun a _ => ?_
  rw [Finset.sum_comm]
  refine Finset.sum_congr rfl fun b _ => ?_
  -- each pair contributes at exactly one energy
  have hb : E b - E a ∈ lineEnergies E :=
    Finset.mem_image.mpr ⟨(a, b), Finset.mem_univ _, rfl⟩
  rw [Finset.sum_ite_eq, if_pos hb]
```

Each pair (a, b) contributes at exactly one energy, so summing over the lines restores Σ_a Σ_b g_ab. The proof uses `Finset.sum_comm` to move the energy sum inside, where a single term survives.

## The Fermi factor and the sum rules

```lean
/-- The removal spectrum is the spectral weight times the Fermi function. -/
theorem removal_eq_fermi_mul_spectral (β : ℝ) (E : n → ℝ) (c : Matrix n n ℂ) (w : ℝ) :
    removal β E c w = fermi β w * spectral β E c w := by
  have key : spectral β E c w = (Real.exp (β * w) + 1) * removal β E c w := by
    simp only [spectral, removal, lines, Finset.mul_sum]
    refine Finset.sum_congr rfl fun a _ => Finset.sum_congr rfl fun b _ => ?_
    split_ifs with h
    · -- on the line, the final population is exp (β w) times the initial one
      rw [gibbs_ratio β E a b, h]
      ring
    · simp
  have h0 : Real.exp (β * w) + 1 ≠ 0 := by positivity
  rw [key, fermi, ← mul_assoc, one_div, inv_mul_cancel₀ h0, one_mul]
```

On the line w, the population ratio reads p_a = exp(βw) p_b, hence

(p_b + p_a)|c_ab|² = (exp(βw) + 1) p_b |c_ab|².

Summing over the pairs gives A(w) = (exp(βw) + 1) R(w), which is `key`. Dividing by the positive bracket gives R(w) = f(w)A(w). This holds for every matrix `c`.

```lean
/-- The removal spectrum sums to the thermal mean of `c† c`. -/
theorem sum_removal (β : ℝ) (E : n → ℝ) (c : Matrix n n ℂ) :
    ((∑ w ∈ lineEnergies E, removal β E c w : ℝ) : ℂ) = thermalMean β E (cᴴ * c) := by
  simp only [removal]
  rw [sum_lines, Finset.sum_comm]
  simp only [thermalMean, Matrix.mul_apply, Matrix.conjTranspose_apply, Finset.mul_sum]
  push_cast
  refine Finset.sum_congr rfl fun b _ => Finset.sum_congr rfl fun a _ => ?_
  congr 1
  exact (Complex.conj_mul' (c a b)).symm
```

By hand,

Σ_w R(w) = Σ_b p_b Σ_a |c_ab|² = Σ_b p_b (c†c)_bb.

In Lean `cᴴ` is c†, and the outer `ℂ` reads the real sum as a complex number.

```lean
/-- For a fermionic operator, `c c† + c† c = 1`, the spectral weight sums to one. -/
theorem sum_spectral [Nonempty n] [DecidableEq n] (β : ℝ) (E : n → ℝ) (c : Matrix n n ℂ)
    (hc : c * cᴴ + cᴴ * c = 1) : ∑ w ∈ lineEnergies E, spectral β E c w = 1 := by
  -- the diagonal of the anticommutator: the squared moduli in row k plus those in column k sum to one
  have hdiag : ∀ k, ∑ b, ‖c k b‖ ^ 2 + ∑ a, ‖c a k‖ ^ 2 = 1 := by
    intro k
    have h1 : (c * cᴴ) k k = ((∑ b, ‖c k b‖ ^ 2 : ℝ) : ℂ) := by
      rw [Matrix.mul_apply]
      push_cast
      exact Finset.sum_congr rfl fun b _ => Complex.mul_conj' (c k b)
    have h2 : (cᴴ * c) k k = ((∑ a, ‖c a k‖ ^ 2 : ℝ) : ℂ) := by
      rw [Matrix.mul_apply]
      push_cast
      exact Finset.sum_congr rfl fun a _ => Complex.conj_mul' (c a k)
    have h := congrFun (congrFun hc k) k
    rw [Matrix.add_apply, h1, h2, Matrix.one_apply_eq] at h
    exact_mod_cast h
  have hsplit : ∑ a, ∑ b, (gibbs β E b + gibbs β E a) * ‖c a b‖ ^ 2
      = ∑ k, gibbs β E k * (∑ b, ‖c k b‖ ^ 2 + ∑ a, ‖c a k‖ ^ 2) := by
    simp only [add_mul, mul_add, Finset.sum_add_distrib, Finset.mul_sum]
    rw [add_comm]
    congr 1
    exact Finset.sum_comm
  simp only [spectral]
  rw [sum_lines, hsplit]
  simp only [hdiag, mul_one]
  exact gibbs_sum β E
```

The hypothesis `hc` is the fermionic relation c c† + c†c = 1 for one orbital. Its kth diagonal element says

Σ_b |c_kb|² + Σ_a |c_ak|² = 1,

which is `hdiag`. Collecting the terms that carry each population (`hsplit`) then gives

Σ_w A(w) = Σ_k p_k (Σ_b |c_kb|² + Σ_a |c_ak|²) = Σ_k p_k = 1.

```lean
/-- For a fermionic operator `c` in a finite system at thermal equilibrium, the removal spectrum is
the Fermi function times the spectral weight, the spectral weight sums to one, and the thermal mean
of `c† c` is the sum of the removal spectrum, and equally the sum of the spectral weight times the
Fermi function. -/
theorem photoemission_sum_rules [Nonempty n] [DecidableEq n] (β : ℝ) (E : n → ℝ)
    (c : Matrix n n ℂ) (hc : c * cᴴ + cᴴ * c = 1) :
    (∀ w, removal β E c w = fermi β w * spectral β E c w) ∧
    ∑ w ∈ lineEnergies E, spectral β E c w = 1 ∧
    ((∑ w ∈ lineEnergies E, removal β E c w : ℝ) : ℂ) = thermalMean β E (cᴴ * c) ∧
    thermalMean β E (cᴴ * c)
      = ((∑ w ∈ lineEnergies E, fermi β w * spectral β E c w : ℝ) : ℂ) := by
  refine ⟨removal_eq_fermi_mul_spectral β E c, sum_spectral β E c hc, sum_removal β E c, ?_⟩
  rw [← sum_removal]
  simp only [removal_eq_fermi_mul_spectral]
```

The combined theorem adds the occupation formula ⟨c†c⟩ = Σ_w f(w)A(w), by inserting R = fA into the removal sum.

For photoemission, this links the occupied part of a spectrum to the full spectral weight in a finite equilibrium system with one removal operator; photon matrix elements, surface effects and energy resolution are not modelled.

If full diagonalisation of a small system has given all eigenstates for every particle number, with −μN included in their energies, one can transform c to the eigenbasis and add p_b|c_ab|² and (p_b + p_a)|c_ab|² to the bin at E_b − E_a, with a tolerance for equal energies. For a fermionic c the total of A should then be 1. This tests the normalisation of the matrix elements, but not whether the basis is the right one, since any unitary change of basis preserves c c† + c†c = 1. The Fermi factor belongs to the lines before broadening.

```lean
/-- At the chemical potential the removal spectrum is half the spectral weight,
at every temperature. -/
theorem removal_at_fermi_level (β : ℝ) (E : n → ℝ) (c : Matrix n n ℂ) :
    removal β E c 0 = spectral β E c 0 / 2 := by
  rw [removal_eq_fermi_mul_spectral, fermi, mul_zero, Real.exp_zero]
  ring
```

Since f(0) = 1/2, R(0) = A(0)/2 at every β. If there is no line at w = 0, both sides are zero.

## The single level again

```lean
/-- The annihilation operator of a single fermionic level, in the basis (empty, filled). -/
def annihilator : Matrix (Fin 2) (Fin 2) ℂ := !![0, 1; 0, 0]
```

With the basis ordered as empty, filled, the only nonzero entry is c_01 = 1, which takes filled to empty.

```lean
/-- A single level of energy `ε` meets the fermionic relation; its spectral weight is one line
of weight one at `ε`, and its removal spectrum is one line there of weight `fermi β ε`. -/
theorem single_level_witness (β ε : ℝ) :
    annihilator * annihilatorᴴ + annihilatorᴴ * annihilator = 1 ∧
    (∀ w, spectral β ![0, ε] annihilator w = if w = ε then 1 else 0) ∧
    (∀ w, removal β ![0, ε] annihilator w = if w = ε then fermi β ε else 0) := by
  have hp : gibbs β ![0, ε] 1 + gibbs β ![0, ε] 0 = 1 := by
    have h := gibbs_sum β ![0, ε]
    rw [Fin.sum_univ_two] at h
    linarith
  have hA : ∀ w, spectral β ![0, ε] annihilator w = if w = ε then 1 else 0 := by
    intro w
    -- only the transition from filled to empty has a nonzero matrix element
    simp [spectral, lines, Fin.sum_univ_two, annihilator, hp, eq_comm]
  refine ⟨?_, hA, fun w => ?_⟩
  · ext i j
    simp only [Matrix.add_apply, Matrix.mul_apply, Matrix.conjTranspose_apply, Fin.sum_univ_two]
    fin_cases i <;> fin_cases j <;> simp [annihilator]
  · rw [removal_eq_fermi_mul_spectral, hA w]
    split_ifs with h
    · rw [h, mul_one]
    · exact mul_zero _

end

end PhotoemissionSpectralWeight
```

The first part checks the fermionic relation entry by entry. For the second, `hp` says that the two populations sum to 1, so A is a line of weight 1 at ε. The Fermi relation then gives R a line of weight f(ε) there, as in the opening calculation.

```lean
#print axioms PhotoemissionSpectralWeight.lines_eq_zero
#print axioms PhotoemissionSpectralWeight.removal_eq_fermi_mul_spectral
#print axioms PhotoemissionSpectralWeight.photoemission_sum_rules
#print axioms PhotoemissionSpectralWeight.removal_at_fermi_level
```

```
'PhotoemissionSpectralWeight.lines_eq_zero' depends on axioms: [propext, Classical.choice, Quot.sound]
'PhotoemissionSpectralWeight.removal_eq_fermi_mul_spectral' depends on axioms: [propext, Classical.choice, Quot.sound]
'PhotoemissionSpectralWeight.photoemission_sum_rules' depends on axioms: [propext, Classical.choice, Quot.sound]
'PhotoemissionSpectralWeight.removal_at_fermi_level' depends on axioms: [propext, Classical.choice, Quot.sound]
```
